# Without thermoelectric coupling, a connected finite network's effective thermal-to-electrical ratio stays within its edge bounds

Take a finite connected graph whose edges have electrical conductances $g>0$ and thermal conductances $l\,g$, with $0<m\le l\le M$ on every edge. If heat and charge flow independently, the ratio of effective thermal to effective electrical conductance between any two distinct vertices lies in $[m,M]$.

The ratio $l$ stands for the Lorenz number times a common reference temperature, so dividing by that temperature $T$ puts the effective Lorenz number in $[m/T,M/T]$. The edge values are inputs: no Wiedemann–Franz law is derived. For simulations that model a composite as a finite connected linear network without thermoelectric coupling, in which every link conducts both heat and charge, the interval is a check on the computed ratio.

## Networks, currents and dissipation

```lean
import Mathlib

open Finset

namespace CompositeLorenz

variable {V : Type*} [Fintype V]
```

Here `V` is the finite set of vertices.

```lean
/-- A conductance network on the graph `G`: symmetric, positive on edges, zero elsewhere. -/
structure IsNetwork (G : SimpleGraph V) (g : V → V → ℝ) : Prop where
  symm : ∀ x y, g x y = g y x
  pos : ∀ x y, G.Adj x y → 0 < g x y
  off : ∀ x y, ¬ G.Adj x y → g x y = 0
```

`G.Adj x y` says that $x$ and $y$ share an edge. A network is a function $g(x,y)$ with three properties: it is symmetric, positive on edges and zero elsewhere. Parallel links between the same two vertices must first be combined into one edge.

```lean
/-- Net current leaving vertex `x` into the network at potential `u`. -/
def current (g : V → V → ℝ) (u : V → ℝ) (x : V) : ℝ :=
  ∑ y, g x y * (u x - u y)
```

For a potential $u$, the current leaving $x$ is
$$I_g[u](x)=\sum_y g(x,y)\,(u(x)-u(y)).$$
For heat, $u$ is a temperature measured from the cold terminal, in units of the applied difference. The conductances do not depend on $u$, which is the linear-response idealisation.

```lean
/-- For symmetric conductances, the sum of conductance times squared potential drop, each edge
counted once. -/
noncomputable def dissipation (g : V → V → ℝ) (u : V → ℝ) : ℝ :=
  (∑ x, ∑ y, g x y * (u x - u y) ^ 2) / 2
```

The dissipation is
$$D_g[u]=\tfrac12\sum_{x,y}g(x,y)\,(u(x)-u(y))^2.$$
The half is there because the double sum meets each edge twice. In the thermal network this is the same quadratic form, not a literal Joule power.

```lean
/-- The potential is 1 at `a` and 0 at `b`, and Kirchhoff's current law holds at every
other vertex. -/
structure IsDriven (g : V → V → ℝ) (a b : V) (u : V → ℝ) : Prop where
  source : u a = 1
  sink : u b = 0
  kirchhoff : ∀ x, x ≠ a → x ≠ b → current g u x = 0
```

A driven potential has $u(a)=1$, $u(b)=0$ and no net current at any other vertex. With only two vertices, the last condition is empty.

```lean
/-- Effective conductance between `a` and `b`: the current entering at `a` under a unit
potential difference. Its domain is connected networks with `a ≠ b`. -/
noncomputable def effCond (g : V → V → ℝ) (a b : V) : ℝ :=
  current g (Classical.epsilon (IsDriven g a b)) a
```

The effective conductance $C_g(a,b)$ is the current entering at $a$. `Classical.epsilon` picks some driven potential, if there is one; existence and independence of the choice are proved below.

```lean
omit [Fintype V] in
lemma IsNetwork.nonneg {G : SimpleGraph V} {g : V → V → ℝ} (hg : IsNetwork G g)
    (x y : V) : 0 ≤ g x y := by
  by_cases h : G.Adj x y
  · exact (hg.pos x y h).le
  · exact (hg.off x y h).ge
```

Every $g(x,y)$ is nonnegative, whether or not there is an edge.

## Power balance

```lean
/-- Summation by parts: for symmetric conductances, pairing a potential `w` with the currents of `u`
equals the sum over edges of conductance times the product of their drops. -/
theorem sum_mul_current {g : V → V → ℝ} (hs : ∀ x y, g x y = g y x) (w u : V → ℝ) :
    ∑ x, w x * current g u x =
      (∑ x, ∑ y, g x y * (w x - w y) * (u x - u y)) / 2 := by
  -- exchange the two ends of every edge
  have h1 : ∑ x, ∑ y, w x * (g x y * (u x - u y)) =
      ∑ x, ∑ y, w y * (g x y * (u y - u x)) :=
    Finset.sum_comm.trans (sum_congr rfl fun x _ => sum_congr rfl fun y _ => by
      rw [hs y x])
  have h2 : ∑ x, ∑ y, g x y * (w x - w y) * (u x - u y) =
      ∑ x, ∑ y, w x * (g x y * (u x - u y)) +
        ∑ x, ∑ y, w y * (g x y * (u y - u x)) := by
    simp only [← sum_add_distrib]
    exact sum_congr rfl fun x _ => sum_congr rfl fun y _ => by ring
  simp only [current, mul_sum]
  linarith
```

In a Lean theorem, the hypotheses stand before the final colon and the claim after it. This one concerns two arbitrary potentials $w$ and $u$. Exchanging the names $x,y$ and using symmetry gives
$$\sum_{x,y}w(x)g(x,y)(u(x)-u(y))=\sum_{x,y}w(y)g(x,y)(u(y)-u(x)).$$
The left side is $\sum_x w(x)I_g[u](x)$. Averaging the two forms yields
$$\sum_x w(x)I_g[u](x)=\tfrac12\sum_{x,y}g(x,y)(w(x)-w(y))(u(x)-u(y)).$$
In the code, `h1` is the exchange and `h2` splits the product of drops into the two forms.

```lean
/-- Power balance: for symmetric conductances, the power supplied at the vertices equals the
power dissipated in the edges. -/
theorem power_balance {g : V → V → ℝ} (hs : ∀ x y, g x y = g y x) (u : V → ℝ) :
    ∑ x, u x * current g u x = dissipation g u := by
  rw [sum_mul_current hs, dissipation]
  congr 1
  exact sum_congr rfl fun x _ => sum_congr rfl fun y _ => by ring
```

Setting $w=u$ gives $\sum_x u(x)I_g[u](x)=D_g[u]$.

```lean
lemma IsDriven.pairing {g : V → V → ℝ} {a b : V} {u w : V → ℝ} (hu : IsDriven g a b u)
    (ha : w a = 1) (hb : w b = 0) : ∑ x, w x * current g u x = current g u a := by
  rw [Finset.sum_eq_single a]
  · rw [ha, one_mul]
  · intro x _ hx
    by_cases h : x = b
    · rw [h, hb, zero_mul]
    · rw [hu.kirchhoff x hx h, mul_zero]
  · intro h
    exact absurd (mem_univ a) h
```

If $u$ is driven and $w(a)=1$, $w(b)=0$, only the term at $a$ survives in $\sum_x w(x)I_g[u](x)$, so the sum is $I_g[u](a)$. Taking $w=u$ shows that the driven current equals $D_g[u]$.

## Kirchhoff's equations have a solution

```lean
/-- On a connected network, a potential that dissipates nothing is constant. -/
theorem constant_of_dissipation_eq_zero {G : SimpleGraph V} {g : V → V → ℝ}
    (hG : G.Connected) (hg : IsNetwork G g) {u : V → ℝ} (h : dissipation g u = 0)
    (x y : V) : u x = u y := by
  have hn : ∀ x y, 0 ≤ g x y * (u x - u y) ^ 2 := fun x y =>
    mul_nonneg (hg.nonneg x y) (sq_nonneg _)
  have h0 : ∑ x, ∑ y, g x y * (u x - u y) ^ 2 = 0 := by
    unfold dissipation at h
    linarith
  have hadj : ∀ x y, G.Adj x y → u x = u y := by
    intro x y hxy
    have h1 := (sum_eq_zero_iff_of_nonneg
      (fun x _ => sum_nonneg fun y _ => hn x y)).1 h0 x (mem_univ x)
    have h2 := (sum_eq_zero_iff_of_nonneg (fun y _ => hn x y)).1 h1 y (mem_univ y)
    have h3 := (mul_eq_zero.1 h2).resolve_left (hg.pos x y hxy).ne'
    exact sub_eq_zero.1 (pow_eq_zero_iff (two_ne_zero)|>.1 h3)
  -- carry the equality along a path
  obtain ⟨p⟩ := hG.preconnected x y
  induction p with
  | nil => rfl
  | cons h p ih => exact (hadj _ _ h).trans ih
```

If $D_g[u]=0$, a sum of nonnegative terms vanishes, so each term does. On an edge $g(x,y)>0$, hence $u(x)=u(y)$. The closing `induction` carries this equality edge by edge along a path joining any two vertices.

```lean
/-- On a connected network with distinct terminals, Kirchhoff's equations have a solution
with unit potential difference. -/
theorem exists_driven {G : SimpleGraph V} {g : V → V → ℝ} (hG : G.Connected)
    (hg : IsNetwork G g) {a b : V} (hab : a ≠ b) : ∃ u, IsDriven g a b u := by
  classical
  have hadd : ∀ u v x, current g (u + v) x = current g u x + current g v x := by
    intro u v x
    simp only [current, Pi.add_apply, ← sum_add_distrib]
    exact sum_congr rfl fun y _ => by ring
  have hsmul : ∀ (c : ℝ) u x, current g (c • u) x = c * current g u x := by
    intro c u x
    simp only [current, Pi.smul_apply, smul_eq_mul, mul_sum]
    exact sum_congr rfl fun y _ => by ring
  -- terminal values and interior currents, as one linear map
  let L : (V → ℝ) →ₗ[ℝ] (V → ℝ) :=
    { toFun := fun u x => if x = a ∨ x = b then u x else current g u x
      map_add' := fun u v => by
        funext x
        simp only [Pi.add_apply, hadd]
        split_ifs <;> rfl
      map_smul' := fun c u => by
        funext x
        simp only [Pi.smul_apply, smul_eq_mul, hsmul, RingHom.id_apply]
        split_ifs <;> rfl }
  have hinj : Function.Injective L := by
    rw [injective_iff_map_eq_zero]
    intro u hu
    have ha : u a = 0 := by simpa [L] using congrFun hu a
    have hb : u b = 0 := by simpa [L] using congrFun hu b
    have hd : dissipation g u = 0 := by
      rw [← power_balance hg.symm]
      refine sum_eq_zero fun x _ => ?_
      by_cases hxa : x = a
      · rw [hxa, ha, zero_mul]
      by_cases hxb : x = b
      · rw [hxb, hb, zero_mul]
      have hx : current g u x = 0 := by simpa [L, hxa, hxb] using congrFun hu x
      rw [hx, mul_zero]
    funext x
    exact (constant_of_dissipation_eq_zero hG hg hd x a).trans ha
  obtain ⟨u, hu⟩ := LinearMap.injective_iff_surjective.1 hinj
    (fun x => if x = a then 1 else 0)
  refine ⟨u, ?_, ?_, fun x hxa hxb => ?_⟩
  · simpa [L] using congrFun hu a
  · simpa [L, hab.symm] using congrFun hu b
  · simpa [L, hxa, hxb] using congrFun hu x
```

Define a linear map $L$ on potentials: $(Lu)(x)=u(x)$ at the terminals and $(Lu)(x)=I_g[u](x)$ elsewhere. If $Lu=0$, then at each vertex either $u$ or the current vanishes, so
$$D_g[u]=\sum_x u(x)I_g[u](x)=0.$$
Thus $u$ is constant, and it equals $u(a)=0$. This is `hinj`, the injectivity of $L$. An injective linear map from a finite-dimensional space to itself is surjective, so some $u$ is sent to the function that is 1 at $a$ and 0 elsewhere. That $u$ is driven.

## The Dirichlet principle and its consequences

```lean
/-- Dirichlet principle: the driven current is at most the dissipation of any trial potential
with the same terminal values. -/
theorem dirichlet_principle {G : SimpleGraph V} {g : V → V → ℝ} (hg : IsNetwork G g)
    {a b : V} {u w : V → ℝ} (hu : IsDriven g a b u) (ha : w a = 1) (hb : w b = 0) :
    current g u a ≤ dissipation g w := by
  have h1 := (sum_mul_current hg.symm w u).symm.trans (hu.pairing ha hb)
  have h2 := (power_balance hg.symm u).symm.trans (hu.pairing hu.source hu.sink)
  -- the square of the difference of the drops is nonnegative on each edge
  have h3 : ∑ x, ∑ y, g x y * (w x - w y) * (u x - u y) +
      ∑ x, ∑ y, g x y * (w x - w y) * (u x - u y) ≤
      ∑ x, ∑ y, g x y * (w x - w y) ^ 2 + ∑ x, ∑ y, g x y * (u x - u y) ^ 2 := by
    simp only [← sum_add_distrib]
    exact sum_le_sum fun x _ => sum_le_sum fun y _ => by
      nlinarith [mul_nonneg (hg.nonneg x y) (sq_nonneg (w x - w y - (u x - u y)))]
  unfold dissipation at *
  linarith
```

Let $u$ be driven and let $w$ be any trial potential with the same terminal values. Write $\Delta u=u(x)-u(y)$, and likewise $\Delta w$. Then
$$0\le\tfrac12\sum_{x,y}g(x,y)(\Delta w-\Delta u)^2
=D_g[w]-2I_g[u](a)+D_g[u]=D_g[w]-I_g[u](a).$$
The cross term is evaluated by `h1` and $D_g[u]=I_g[u](a)$ by `h2`; `h3` is the inequality from the square, and `linarith` combines them.

```lean
/-- On a connected network with distinct terminals the effective conductance is positive. -/
theorem effCond_pos {G : SimpleGraph V} {g : V → V → ℝ} (hG : G.Connected)
    (hg : IsNetwork G g) {a b : V} (hab : a ≠ b) : 0 < effCond g a b := by
  have hu := Classical.epsilon_spec (exists_driven hG hg hab)
  have h := (hu.pairing hu.source hu.sink).symm.trans (power_balance hg.symm _)
  unfold effCond
  rw [h]
  refine lt_of_le_of_ne ?_ fun h0 => ?_
  · exact div_nonneg (sum_nonneg fun x _ => sum_nonneg fun y _ =>
      mul_nonneg (hg.nonneg x y) (sq_nonneg _)) (by norm_num)
  · have hc := constant_of_dissipation_eq_zero hG hg h0.symm a b
    rw [hu.source, hu.sink] at hc
    exact one_ne_zero hc
```

The effective conductance equals a dissipation, so it is nonnegative. If it were zero, the driven potential would be constant, contradicting $u(a)=1$ and $u(b)=0$.

```lean
/-- Every driven potential of a network gives the same current, the effective conductance. -/
theorem effCond_eq {G : SimpleGraph V} {g : V → V → ℝ} (hg : IsNetwork G g) {a b : V}
    {u : V → ℝ} (hu : IsDriven g a b u) : effCond g a b = current g u a := by
  have hv := Classical.epsilon_spec (⟨u, hu⟩ : ∃ u, IsDriven g a b u)
  have h1 := dirichlet_principle hg hv hu.source hu.sink
  have h2 := dirichlet_principle hg hu hv.source hv.sink
  rw [← power_balance hg.symm, hu.pairing hu.source hu.sink] at h1
  rw [← power_balance hg.symm, hv.pairing hv.source hv.sink] at h2
  exact le_antisymm h1 h2
```

For two driven potentials $u$ and $v$, the Dirichlet principle gives $I_g[v](a)\le D_g[u]=I_g[u](a)$. Exchanging them gives the reverse inequality, so both carry the same current.

```lean
/-- Rayleigh monotonicity with a scale factor: on a connected graph with distinct terminals,
if each conductance of `k` is at most `c` times that of `g`, so is the effective one. -/
theorem effCond_le_mul {G : SimpleGraph V} {g k : V → V → ℝ} (hG : G.Connected)
    (hg : IsNetwork G g) (hk : IsNetwork G k) {a b : V} (hab : a ≠ b) {c : ℝ}
    (h : ∀ x y, k x y ≤ c * g x y) : effCond k a b ≤ c * effCond g a b := by
  obtain ⟨u, hu⟩ := exists_driven hG hg hab
  obtain ⟨t, ht⟩ := exists_driven hG hk hab
  rw [effCond_eq hg hu, effCond_eq hk ht]
  -- the potential of `g` serves as trial potential for `k`
  have h1 := dirichlet_principle hk ht hu.source hu.sink
  have h2 := (power_balance hg.symm u).symm.trans (hu.pairing hu.source hu.sink)
  have h3 : ∑ x, ∑ y, k x y * (u x - u y) ^ 2 ≤
      c * ∑ x, ∑ y, g x y * (u x - u y) ^ 2 := by
    simp only [mul_sum]
    exact sum_le_sum fun x _ => sum_le_sum fun y _ => by
      nlinarith [mul_le_mul_of_nonneg_right (h x y) (sq_nonneg (u x - u y))]
  rw [← h2]
  unfold dissipation at *
  linarith
```

Suppose a second network $k$ satisfies $k\le c\,g$ for every pair of vertices. Let $t$ be driven for $k$ and $u$ for $g$. Using $u$ as a trial potential for $k$,
$$C_k=I_k[t](a)\le D_k[u]\le c\,D_g[u]=c\,C_g.$$

## The bounds on the effective ratio

```lean
/-- On a connected graph whose edges have thermal-to-electrical conductance ratios in `[m, M]`
with `m > 0`, the effective ratio between two distinct vertices lies in `[m, M]`. -/
theorem effective_lorenz_mem_Icc {G : SimpleGraph V} {g l : V → V → ℝ} {m M : ℝ}
    (hG : G.Connected) (hg : IsNetwork G g) (hm : 0 < m) (hs : ∀ x y, l x y = l y x)
    (hl : ∀ x y, G.Adj x y → l x y ∈ Set.Icc m M) {a b : V} (hab : a ≠ b) :
    effCond (fun x y => l x y * g x y) a b / effCond g a b ∈ Set.Icc m M := by
  have hk : IsNetwork G (fun x y => l x y * g x y) :=
    { symm := fun x y => by
        rw [hs x y, hg.symm x y]
      pos := fun x y h => mul_pos (hm.trans_le (hl x y h).1) (hg.pos x y h)
      off := fun x y h => by
        rw [hg.off x y h, mul_zero] }
  have hpos := effCond_pos hG hg hab
  have upper := effCond_le_mul hG hg hk hab (c := M) (fun x y => by
    by_cases h : G.Adj x y
    · exact mul_le_mul_of_nonneg_right (hl x y h).2 (hg.nonneg x y)
    · simp [hg.off x y h])
  have lower := effCond_le_mul hG hk hg hab (c := m⁻¹) (fun x y => by
    by_cases h : G.Adj x y
    · have h1 := mul_le_mul_of_nonneg_right (hl x y h).1 (hg.nonneg x y)
      calc g x y = m⁻¹ * (m * g x y) := by rw [inv_mul_cancel_left₀ hm.ne']
        _ ≤ m⁻¹ * (l x y * g x y) :=
          mul_le_mul_of_nonneg_left h1 (inv_pos.2 hm).le
    · simp [hg.off x y h])
  refine ⟨(le_div_iff₀ hpos).2 ?_, (div_le_iff₀ hpos).2 upper⟩
  have h2 := mul_le_mul_of_nonneg_left lower hm.le
  rwa [mul_inv_cancel_left₀ hm.ne'] at h2
```

`Set.Icc m M` is the closed interval $[m,M]$, and `fun x y => l x y * g x y` is the thermal network $k=l\,g$. It lives on the same edges as $g$, so a link that conducts heat but no charge is excluded.

Since $k\le M g$, the previous result gives $C_k\le M C_g$. Since $g\le m^{-1}k$, it also gives $C_g\le m^{-1}C_k$, that is, $mC_g\le C_k$. Dividing by $C_g>0$ yields
$$m\le \frac{C_k}{C_g}\le M.$$
These steps are `upper`, `lower` and the final division.

**Two links in series.** Join $a$ to $d$ and $d$ to $b$, each with $g=1$, and let $l=1$ on the first link and $l=3$ on the second. Electrically, $u(d)=\tfrac12$ and $C_g=\tfrac12$. Thermally, $1-t(d)=3\,t(d)$ gives $t(d)=\tfrac14$ and $C_k=\tfrac34$. The ratio is $\tfrac32$, inside $[1,3]$.

```lean
/-- If all edges of a connected network share one positive thermal-to-electrical ratio `r`,
the effective ratio between distinct vertices is exactly `r`. -/
theorem effective_lorenz_uniform {G : SimpleGraph V} {g : V → V → ℝ} {r : ℝ}
    (hG : G.Connected) (hg : IsNetwork G g) (hr : 0 < r) {a b : V} (hab : a ≠ b) :
    effCond (fun x y => r * g x y) a b / effCond g a b = r := by
  have h := effective_lorenz_mem_Icc (l := fun _ _ => r) (M := r) hG hg hr
    (fun _ _ => rfl) (fun _ _ _ => ⟨le_rfl, le_rfl⟩) hab
  exact le_antisymm h.2 h.1

end CompositeLorenz
```

If $l$ has the same value $r>0$ on every edge, take $m=M=r$. The interval shrinks to a point, and the effective ratio is exactly $r$, whatever the connected graph and its electrical conductances.

```lean
#print axioms CompositeLorenz.effective_lorenz_uniform
```

```
'CompositeLorenz.effective_lorenz_uniform' depends on axioms: [propext, Classical.choice, Quot.sound]
```
